# The Green function of h·σ is (z I + h·σ)/(z² − h·h) when z² ≠ h·h

A Green function of a Hamiltonian H at complex energy z is taken here to be a matrix G that inverts z I − H from both sides:

(z I − H) G = I and G (z I − H) = I.

With this definition, the existence of G is a condition on z. Lean's matrix inverse is defined even for singular matrices, so a formula written with it would not by itself express that condition.

The Hamiltonian is H = h·σ, where h = (h₀, h₁, h₂) is a complex vector with the units of energy and σ₀, σ₁, σ₂ are the Pauli matrices usually labelled x, y, z. The product

h·h = h₀² + h₁² + h₂²

contains no complex conjugation. For a real field it is the squared length; for a complex field, which makes H non-Hermitian, it can be negative, complex or zero. The claim is that G exists exactly when z² ≠ h·h, and that it is then the matrix in the title.

## From the square of h·σ to its Green function

Adding the weighted Pauli matrices gives, row by row,

h·σ = [ h₂, h₀ − i h₁ ; h₀ + i h₁, −h₂ ].

In the square, both diagonal entries are

h₂² + (h₀ − i h₁)(h₀ + i h₁) = h₀² + h₁² + h₂².

The upper off-diagonal entry is h₂(h₀ − i h₁) − (h₀ − i h₁)h₂ = 0, and the lower one vanishes in the same way. Hence

(h·σ)² = (h·h) I.

The determinant follows from the same entries:

det(z I − h·σ) = (z − h₂)(z + h₂) − (h₀ − i h₁)(h₀ + i h₁) = z² − h·h.

A square complex matrix is invertible exactly when its determinant is nonzero, so z I − h·σ is invertible exactly when z² ≠ h·h.

To find the inverse, multiply by the matrix with the opposite sign of the field. The cross terms cancel:

(z I − h·σ)(z I + h·σ) = z² I − (h·σ)² = (z² − h·h) I.

If z² ≠ h·h, division by the scalar on the right gives a right inverse, which for a finite square matrix is also a left inverse. Conversely, let G be any Green function. Then z I − h·σ is invertible, so z² ≠ h·h. Multiplying the last identity by G from the left gives

z I + h·σ = (z² − h·h) G,

and therefore

G = (z I + h·σ)/(z² − h·h).

This also shows that G is unique. The formula gives the resolvent of a single spin one-half in a field. It also gives that of a non-interacting spinless model with two orbitals per unit cell, in an orthonormal basis and at one fixed wavevector, if energies are measured from the mean of the two diagonal entries of its Hamiltonian; the general case is treated below as an energy offset.

## Pauli matrices and the definition of G in Lean

```lean
import Mathlib

open Matrix

namespace TwoLevelGreenFunction

noncomputable section
```

The state space is ℂ² in a fixed basis, so operators are 2 × 2 complex matrices.

```lean
/-- Operators on the state space of a two-level system. -/
abbrev Op := Matrix (Fin 2) (Fin 2) ℂ
```

The index type `Fin 3` has the elements 0, 1, 2, matching the subscripts used above.

```lean
/-- The three Pauli matrices, in the order x, y, z. -/
def pauli : Fin 3 → Op :=
  ![!![0, 1; 1, 0], !![0, -Complex.I; Complex.I, 0], !![1, 0; 0, -1]]
```

The field is a function `h : Fin 3 → ℂ`, and `•` multiplies a matrix by a scalar.

```lean
/-- The two-level Hamiltonian `h · σ` of a complex field `h`. -/
def pauliDot (h : Fin 3 → ℂ) : Op := ∑ k, h k • pauli k
```

The predicate `IsGreen H z G` says that G is a Green function of H at z. It contains both inverse equations and applies to any 2 × 2 matrix H, Hermitian or not.

```lean
/-- `G` is the Green function of `H` at the complex energy `z`:
a two-sided inverse of `z I - H`. -/
def IsGreen (H : Op) (z : ℂ) (G : Op) : Prop :=
  (z • (1 : Op) - H) * G = 1 ∧ G * (z • (1 : Op) - H) = 1
```

## The matrix h·σ and its square

The first lemma is the explicit matrix. `fin_cases` splits the equality into its four entries, `simp` evaluates the sum over the three components, and `ring` settles what remains.

```lean
/-- The Hamiltonian `h · σ` written out entry by entry. -/
theorem pauliDot_eq (h : Fin 3 → ℂ) :
    pauliDot h = !![h 2, h 0 - h 1 * Complex.I; h 0 + h 1 * Complex.I, -h 2] := by
  ext i j
  fin_cases i <;> fin_cases j <;>
    simp [pauliDot, pauli, Fin.sum_univ_three]
  ring
```

The square is also checked entry by entry. In Lean, `h ⬝ᵥ h` is the product h·h without conjugation. Where the product of the off-diagonal entries appears, `linear_combination` supplies i² = −1.

```lean
/-- The square of `h · σ` is `h · h` times the identity. -/
theorem pauliDot_mul_self (h : Fin 3 → ℂ) :
    pauliDot h * pauliDot h = (h ⬝ᵥ h) • (1 : Op) := by
  rw [pauliDot_eq]
  ext i j
  fin_cases i <;> fin_cases j <;>
    simp [Matrix.mul_apply, Fin.sum_univ_two, dotProduct, Fin.sum_univ_three] <;>
    first
      | ring1
      | linear_combination (-(h 1) ^ 2) * Complex.I_sq
```

## Determinant and invertibility

`Matrix.det_fin_two` expands the determinant as the difference of two products. The identity i² = −1 again turns the off-diagonal product into h₀² + h₁².

```lean
/-- The secular determinant of `h · σ` is `z² - h · h`. -/
theorem det_secular (z : ℂ) (h : Fin 3 → ℂ) :
    (z • (1 : Op) - pauliDot h).det = z ^ 2 - h ⬝ᵥ h := by
  rw [pauliDot_eq, Matrix.det_fin_two]
  simp [dotProduct, Fin.sum_univ_three]
  linear_combination (h 1) ^ 2 * Complex.I_sq
```

`IsUnit` means that a matrix has a two-sided inverse. The proof passes to the determinant, inserts its value, and rewrites z² − h·h ≠ 0 as z² ≠ h·h.

```lean
/-- The matrix `z I - h · σ` is invertible exactly when `z²` differs from `h · h`. -/
theorem isUnit_secular_iff (z : ℂ) (h : Fin 3 → ℂ) :
    IsUnit (z • (1 : Op) - pauliDot h) ↔ z ^ 2 ≠ h ⬝ᵥ h := by
  rw [Matrix.isUnit_iff_isUnit_det, det_secular, isUnit_iff_ne_zero, sub_ne_zero]
```

## Existence, formula and uniqueness

The product of the two factors is expanded by distributivity. The square of h·σ is replaced by its scalar value, and `module` cancels the cross terms.

```lean
/-- Multiplying `z I - h · σ` by `z I + h · σ` gives `z² - h · h` times the identity. -/
theorem secular_mul (z : ℂ) (h : Fin 3 → ℂ) :
    (z • (1 : Op) - pauliDot h) * (z • (1 : Op) + pauliDot h)
      = (z ^ 2 - h ⬝ᵥ h) • (1 : Op) := by
  simp only [sub_mul, mul_add, smul_mul_assoc, mul_smul_comm, one_mul, mul_one,
    pauliDot_mul_self]
  module
```

The main theorem is an equivalence for an arbitrary matrix G. Read from left to right, it says that a Green function forces z² ≠ h·h and has the stated form. Read from right to left, it says that the stated matrix is a Green function whenever z² ≠ h·h.

In the first direction, `key` is the identity obtained by multiplying the product of the two factors by G from the left. In the second, `hr` is the right-inverse equation, and `mul_eq_one_comm` supplies the left-inverse equation.

```lean
/-- A matrix `G` is the Green function of `h · σ` at `z` if and only if `z² ≠ h · h` and
`G = (z I + h · σ) / (z² - h · h)`. -/
theorem isGreen_iff (z : ℂ) (h : Fin 3 → ℂ) (G : Op) :
    IsGreen (pauliDot h) z G ↔
      z ^ 2 ≠ h ⬝ᵥ h ∧ G = (z ^ 2 - h ⬝ᵥ h)⁻¹ • (z • (1 : Op) + pauliDot h) := by
  constructor
  · rintro ⟨h1, h2⟩
    -- a Green function makes the secular matrix invertible
    have hu : IsUnit (z • (1 : Op) - pauliDot h) := ⟨⟨_, G, h1, h2⟩, rfl⟩
    have hz := (isUnit_secular_iff z h).1 hu
    have hd := sub_ne_zero.2 hz
    refine ⟨hz, ?_⟩
    -- apply G to the product of the two conjugate factors
    have key : G * ((z • (1 : Op) - pauliDot h) * (z • (1 : Op) + pauliDot h))
        = z • (1 : Op) + pauliDot h := by
      rw [← mul_assoc, h2, one_mul]
    rw [secular_mul, mul_smul_comm, mul_one] at key
    rw [← key, smul_smul, inv_mul_cancel₀ hd, one_smul]
  · rintro ⟨hz, rfl⟩
    have hd := sub_ne_zero.2 hz
    have hr : (z • (1 : Op) - pauliDot h) *
        ((z ^ 2 - h ⬝ᵥ h)⁻¹ • (z • (1 : Op) + pauliDot h)) = 1 := by
      rw [mul_smul_comm, secular_mul, smul_smul, inv_mul_cancel₀ hd, one_smul]
    exact ⟨hr, mul_eq_one_comm.1 hr⟩
```

## An energy offset

Every 2 × 2 complex matrix can be written as e I + h·σ. Since

z I − (e I + h·σ) = (z − e) I − h·σ,

the offset only replaces z by z − e. The Lean proof establishes this equality as `hs` and then uses the main theorem.

```lean
/-- For the Hamiltonian `e I + h · σ` with energy offset `e`, the Green function is given by
the same formula with `z` replaced by `z - e`. -/
theorem isGreen_offset_iff (e z : ℂ) (h : Fin 3 → ℂ) (G : Op) :
    IsGreen (e • (1 : Op) + pauliDot h) z G ↔
      (z - e) ^ 2 ≠ h ⬝ᵥ h ∧
        G = ((z - e) ^ 2 - h ⬝ᵥ h)⁻¹ • ((z - e) • (1 : Op) + pauliDot h) := by
  have hs : z • (1 : Op) - (e • (1 : Op) + pauliDot h)
      = (z - e) • (1 : Op) - pauliDot h := by module
  rw [← isGreen_iff]
  unfold IsGreen
  rw [hs]
```

## Traces of G

The Pauli matrices satisfy tr σₖ = 0 and tr(σₖσⱼ) = 2δₖⱼ. Taking traces of the formula for G therefore gives

tr G = 2z/(z² − h·h),
tr(σₖ G) = 2hₖ/(z² − h·h).

The hypothesis `hG` says that G is a Green function, so the denominators are nonzero. In the proof, `t1` and `t2` compute the traces of the numerator from its entries, and the scalar factor is then taken outside the trace.

```lean
/-- The trace of the Green function is `2z / (z² - h · h)`, and its trace against the Pauli
matrix `σ_k` is `2 h_k / (z² - h · h)`. -/
theorem trace_green (z : ℂ) (h : Fin 3 → ℂ) (G : Op) (hG : IsGreen (pauliDot h) z G) :
    Matrix.trace G = 2 * z / (z ^ 2 - h ⬝ᵥ h) ∧
      ∀ k, Matrix.trace (pauli k * G) = 2 * h k / (z ^ 2 - h ⬝ᵥ h) := by
  obtain ⟨-, rfl⟩ := (isGreen_iff z h G).1 hG
  have t1 : Matrix.trace (z • (1 : Op) + pauliDot h) = 2 * z := by
    rw [pauliDot_eq, Matrix.trace_fin_two]
    simp
    ring
  have t2 : ∀ k, Matrix.trace (pauli k * (z • (1 : Op) + pauliDot h)) = 2 * h k := by
    intro k
    have hm : z • (1 : Op) + pauliDot h
        = !![z + h 2, h 0 - h 1 * Complex.I; h 0 + h 1 * Complex.I, z - h 2] := by
      rw [pauliDot_eq]
      ext i j
      fin_cases i <;> fin_cases j <;> simp
      ring
    rw [hm]
    simp only [Matrix.trace_fin_two, Matrix.mul_apply, Fin.sum_univ_two]
    fin_cases k <;>
      simp [pauli] <;>
      first
        | ring1
        | linear_combination (-2 * h 1) * Complex.I_sq
  constructor
  · rw [Matrix.trace_smul, t1, smul_eq_mul, div_eq_inv_mul]
  · intro k
    rw [mul_smul_comm, Matrix.trace_smul, t2, smul_eq_mul, div_eq_inv_mul]
```

## Fields with h·h = 0

If h·h = 0 and z ≠ 0, the formula separates into

G = I/z + (h·σ)/z².

For h = 0 the second term vanishes. A nonzero complex field can also satisfy h·h = 0: for h = (1, i, 0),

h·σ = [ 0, 2 ; 0, 0 ].

This matrix is not diagonalisable, and its Green function has a second-order pole at z = 0. The theorem covers both cases. Its proof checks z² ≠ 0 and simplifies z/z² to 1/z.

```lean
/-- If `h · h = 0`, the Green function at `z ≠ 0` is `I / z + (h · σ) / z²`. -/
theorem isGreen_null_field (z : ℂ) (h : Fin 3 → ℂ) (h0 : h ⬝ᵥ h = 0) (hz : z ≠ 0) :
    IsGreen (pauliDot h) z (z⁻¹ • (1 : Op) + (z ^ 2)⁻¹ • pauliDot h) := by
  have hc : (z ^ 2)⁻¹ * z = z⁻¹ := by field_simp
  refine (isGreen_iff z h _).2 ⟨?_, ?_⟩
  · rw [h0]
    exact pow_ne_zero 2 hz
  · rw [h0, sub_zero, smul_add, smul_smul, hc]
```

## Non-real energies for real and imaginary fields

For a real field, H is Hermitian and its eigenvalues are real, so G should exist at every non-real z. This can be seen directly. Write z = x + i y with y ≠ 0, and suppose that z² = h·h. Then

x² − y² + 2i x y = h₀² + h₁² + h₂².

The imaginary part gives x y = 0, hence x = 0. The real part then says that −y² equals a sum of real squares, which is impossible.

In Lean the field has type `Fin 3 → ℝ` and is converted to a complex field inside the statement. The equations `him` and `hre` are the imaginary and real parts, and `nlinarith` finds the final contradiction of signs. The theorem treats each non-real z separately; it does not take the limit to the real axis that defines a retarded Green function.

```lean
/-- For a real field the Green function exists at every non-real energy. -/
theorem exists_green_of_real_field (z : ℂ) (h : Fin 3 → ℝ) (hz : z.im ≠ 0) :
    ∃ G, IsGreen (pauliDot (fun k => (h k : ℂ))) z G := by
  refine ⟨_, (isGreen_iff z _ _).2 ⟨?_, rfl⟩⟩
  intro heq
  have hs : (fun k => (h k : ℂ)) ⬝ᵥ (fun k => (h k : ℂ))
      = ((h 0 ^ 2 + h 1 ^ 2 + h 2 ^ 2 : ℝ) : ℂ) := by
    simp [dotProduct, Fin.sum_univ_three]
    ring
  rw [hs, pow_two z] at heq
  -- the imaginary part forces z to be purely imaginary, so z² would be negative
  have him := congrArg Complex.im heq
  have hre := congrArg Complex.re heq
  rw [Complex.mul_im, Complex.ofReal_im] at him
  rw [Complex.mul_re, Complex.ofReal_re] at hre
  have hp : z.im * z.re = 0 := by linarith
  have hr : z.re = 0 := (mul_eq_zero.1 hp).resolve_left hz
  rw [hr] at hre
  nlinarith [sq_nonneg (h 0), sq_nonneg (h 1), sq_nonneg (h 2), mul_self_pos.2 hz]
```

The conclusion fails if the field is allowed to be complex. Take h = (i, 0, 0) and z = i. Then h·h = −1 = z², and

z I − h·σ = [ i, −i ; −i, i ]

is singular, although z is not real. The condition on z matters too: for the real field h = (0, 0, 1) and the real energy z = 1, the matrix z I − h·σ has diagonal entries 0 and 2 and no inverse.

The last theorem states the imaginary-field example. It assumes a Green function, extracts z² ≠ h·h from the main theorem, and contradicts it by evaluating both sides.

```lean
/-- For the imaginary field `h = (i, 0, 0)` there is no Green function at the non-real
energy `z = i`. -/
theorem no_green_imaginary_field :
    ¬ ∃ G, IsGreen (pauliDot ![Complex.I, 0, 0]) Complex.I G := by
  rintro ⟨G, hG⟩
  exact ((isGreen_iff _ _ G).1 hG).1 (by simp [dotProduct, Fin.sum_univ_three])

end

end TwoLevelGreenFunction
```

```lean
#print axioms TwoLevelGreenFunction.isGreen_offset_iff
#print axioms TwoLevelGreenFunction.isGreen_null_field
#print axioms TwoLevelGreenFunction.exists_green_of_real_field
#print axioms TwoLevelGreenFunction.no_green_imaginary_field
```

```
'TwoLevelGreenFunction.isGreen_offset_iff' depends on axioms: [propext, Classical.choice, Quot.sound]
'TwoLevelGreenFunction.isGreen_null_field' depends on axioms: [propext, Classical.choice, Quot.sound]
'TwoLevelGreenFunction.exists_green_of_real_field' depends on axioms: [propext, Classical.choice, Quot.sound]
'TwoLevelGreenFunction.no_green_imaginary_field' depends on axioms: [propext, Classical.choice, Quot.sound]
```
